# For ionic charge $q$, the tail $r^b e^{-kr}$ with $k>0$ satisfies the radial equation at energy $-k^2/2$ through order $1/r$ exactly when $b=q/k-1$

A trial tail $f(r)=r^b e^{-kr}$, with real $b$ and $k>0$, counts here as an asymptotic solution of the radial Schrödinger equation at energy $-k^2/2$, in atomic units, if the residual of the equation, divided by $f$ and multiplied by $r$, tends to zero as $r\to\infty$. For a potential $v$ with $r\,v(r)\to-q$, this criterion selects the single power $b=q/k-1$.

```lean
import Mathlib

open Filter Topology

namespace DysonOrbitalTail

noncomputable section

/-- The radial tail `r^b exp(-k r)`, considered for `r > 0`. -/
def tail (b k r : ℝ) : ℝ := r ^ b * Real.exp (-k * r)

/-- The radial Schrödinger expression `-(1/2)(f'' + 2 f'/r) + v f + (k^2/2) f`
at energy `-k^2/2`, in atomic units, for `r > 0`. -/
def radialResidual (v : ℝ → ℝ) (k : ℝ) (f : ℝ → ℝ) (r : ℝ) : ℝ :=
  -(1 / 2) * (deriv (deriv f) r + 2 * deriv f r / r) + v r * f r + k ^ 2 / 2 * f r

/-- The Coulomb potential of an ion of charge `q` plus the centrifugal term of
angular momentum `l`, for `r > 0`. -/
def coulombCentrifugal (q : ℝ) (l : ℕ) (r : ℝ) : ℝ :=
  -q / r + (l : ℝ) * (l + 1) / (2 * r ^ 2)

/-- The tail is strictly positive at every positive radius. -/
theorem tail_pos (b k : ℝ) {r : ℝ} (hr : 0 < r) : 0 < tail b k r :=
  mul_pos (Real.rpow_pos_of_pos hr b) (Real.exp_pos _)

/-- At every positive radius, the derivative of the tail is `b/r - k` times the tail. -/
theorem tail_hasDerivAt (b k : ℝ) {r : ℝ} (hr : 0 < r) :
    HasDerivAt (tail b k) ((b / r - k) * tail b k r) r := by
  have h1 : HasDerivAt (fun x : ℝ => x ^ b) (b * r ^ (b - 1)) r :=
    Real.hasDerivAt_rpow_const (Or.inl hr.ne')
  have h2 : HasDerivAt (fun x : ℝ => -k * x) (-k) r :=
    ((hasDerivAt_id' r).const_mul (-k)).congr_deriv (by ring)
  refine (h1.fun_mul h2.exp).congr_deriv ?_
  rw [Real.rpow_sub_one hr.ne']
  unfold tail
  ring

/-- At every positive radius, the second derivative of the tail is `((b/r - k)^2 - b/r^2)` times the
tail. -/
theorem tail_hasDerivAt_deriv (b k : ℝ) {r : ℝ} (hr : 0 < r) :
    HasDerivAt (deriv (tail b k)) (((b / r - k) ^ 2 - b / r ^ 2) * tail b k r) r := by
  -- near r the first derivative is given by the closed formula
  have heq : deriv (tail b k) =ᶠ[𝓝 r] fun x => (b * x⁻¹ - k) * tail b k x := by
    filter_upwards [Ioi_mem_nhds hr] with x hx
    rw [(tail_hasDerivAt b k hx).deriv, div_eq_mul_inv]
  have h1 : HasDerivAt (fun x : ℝ => b * x⁻¹ - k) (b * -(r ^ 2)⁻¹) r :=
    ((hasDerivAt_inv hr.ne').const_mul b).sub_const k
  refine ((h1.fun_mul (tail_hasDerivAt b k hr)).congr_of_eventuallyEq heq).congr_deriv ?_
  ring

/-- At every positive radius, `r` times the residual per unit amplitude of the tail equals
`k (b + 1) + r v(r) - b (b + 1)/(2 r)`. -/
theorem scaled_residual (v : ℝ → ℝ) (b k : ℝ) {r : ℝ} (hr : 0 < r) :
    r * (radialResidual v k (tail b k) r / tail b k r)
      = k * (b + 1) + r * v r - b * (b + 1) / (2 * r) := by
  have ht : tail b k r ≠ 0 := (tail_pos b k hr).ne'
  have hr' : r ≠ 0 := hr.ne'
  unfold radialResidual
  rw [(tail_hasDerivAt_deriv b k hr).deriv, (tail_hasDerivAt b k hr).deriv]
  field_simp
  ring

/-- If `r v(r)` tends to `-q`, then `r` times the residual per unit amplitude of the tail
tends to `k (b + 1) - q`. -/
theorem scaled_residual_tendsto {v : ℝ → ℝ} {q : ℝ} (b k : ℝ)
    (hv : Tendsto (fun r => r * v r) atTop (𝓝 (-q))) :
    Tendsto (fun r => r * (radialResidual v k (tail b k) r / tail b k r)) atTop
      (𝓝 (k * (b + 1) - q)) := by
  have h := (hv.const_add (k * (b + 1))).sub
    ((tendsto_inv_atTop_zero (𝕜 := ℝ)).const_mul (b * (b + 1) / 2))
  have e : k * (b + 1) - q = k * (b + 1) + -q - b * (b + 1) / 2 * 0 := by ring
  rw [e]
  refine h.congr' ?_
  filter_upwards [eventually_gt_atTop (0 : ℝ)] with r hr
  rw [scaled_residual v b k hr]
  ring

/-- For `k > 0` and any potential with `r v(r) → -q`, the tail `r^b exp(-k r)` satisfies the radial
equation at energy `-k^2/2` through order `1/r` if and only if `b = q/k - 1`. -/
theorem tail_power_iff {v : ℝ → ℝ} {q k : ℝ} (b : ℝ) (hk : 0 < k)
    (hv : Tendsto (fun r => r * v r) atTop (𝓝 (-q))) :
    Tendsto (fun r => r * (radialResidual v k (tail b k) r / tail b k r)) atTop (𝓝 0)
      ↔ b = q / k - 1 := by
  have hlim := scaled_residual_tendsto b k hv
  constructor
  · intro h
    have h0 := tendsto_nhds_unique h hlim
    rw [eq_sub_iff_add_eq, eq_div_iff hk.ne']
    linarith
  · intro hb
    have hq : k * (q / k) = q := by field_simp
    have e : k * (b + 1) - q = 0 := by
      rw [hb]
      linear_combination hq
    rwa [e] at hlim

/-- At positive radius, `r` times the Coulomb plus centrifugal potential is
`-q + l (l + 1)/(2 r)`. -/
theorem mul_coulombCentrifugal (q : ℝ) (l : ℕ) {r : ℝ} (hr : 0 < r) :
    r * coulombCentrifugal q l r = -q + (l : ℝ) * (l + 1) / 2 * r⁻¹ := by
  have h : r * r⁻¹ = 1 := mul_inv_cancel₀ hr.ne'
  unfold coulombCentrifugal
  linear_combination (-q + (l : ℝ) * (l + 1) / 2 * r⁻¹) * h

/-- For `k > 0`, an ion of charge `q` and any angular momentum `l`, the tail satisfies the radial
equation through order `1/r` if and only if `b = q/k - 1`. -/
theorem ionic_tail_power_iff (q b : ℝ) {k : ℝ} (l : ℕ) (hk : 0 < k) :
    Tendsto (fun r => r * (radialResidual (coulombCentrifugal q l) k (tail b k) r
      / tail b k r)) atTop (𝓝 0) ↔ b = q / k - 1 := by
  apply tail_power_iff b hk
  -- the centrifugal term does not contribute at order 1/r
  have h := ((tendsto_inv_atTop_zero (𝕜 := ℝ)).const_mul
    ((l : ℝ) * (l + 1) / 2)).const_add (-q)
  rw [mul_zero, add_zero] at h
  refine h.congr' ?_
  filter_upwards [eventually_gt_atTop (0 : ℝ)] with r hr
  exact (mul_coulombCentrifugal q l hr).symm

/-- The tail solves the Coulomb radial equation exactly at all positive radii if and only if
`q = k (b + 1)` and `b (b + 1) = l (l + 1)`. -/
theorem tail_exact_iff (q b k : ℝ) (l : ℕ) :
    (∀ r, 0 < r → radialResidual (coulombCentrifugal q l) k (tail b k) r = 0)
      ↔ q = k * (b + 1) ∧ b * (b + 1) = (l : ℝ) * (l + 1) := by
  have key : ∀ r, 0 < r →
      r * (radialResidual (coulombCentrifugal q l) k (tail b k) r / tail b k r)
        = k * (b + 1) - q + ((l : ℝ) * (l + 1) - b * (b + 1)) / (2 * r) := by
    intro r hr
    rw [scaled_residual _ b k hr, mul_coulombCentrifugal q l hr]
    ring
  constructor
  · intro h
    -- two radii separate the 1/r and 1/r^2 coefficients
    have h1 := key 1 one_pos
    have h2 := key 2 two_pos
    rw [h 1 one_pos, zero_div, mul_zero] at h1
    rw [h 2 two_pos, zero_div, mul_zero] at h2
    constructor <;> linarith
  · rintro ⟨hq, hb⟩ r hr
    have e : r * (radialResidual (coulombCentrifugal q l) k (tail b k) r
        / tail b k r) = 0 := by
      rw [key r hr, hb, sub_self, zero_div, add_zero]
      linarith
    have h := (mul_eq_zero.mp e).resolve_left hr.ne'
    exact (div_eq_zero_iff.mp h).resolve_right (tail_pos b k hr).ne'

end

end DysonOrbitalTail
```

## Why the residual is divided by $f$ and multiplied by $r$

In atomic units, the residual at energy $-k^2/2$ is

$$
R(r)=-\tfrac12\left(f''(r)+\tfrac{2}{r}f'(r)\right)+v(r)f(r)+\tfrac{k^2}{2}f(r).
$$

Asking only for $R\to0$ would say nothing about $b$, because $f$ itself decays exponentially. Asking for $R/f\to0$ would expose a decay constant that does not match the energy, but with the same $k$ in both it accepts every $b$. The power first enters $R/f$ at order $1/r$, and the factor $r$ makes that order visible.

In the file, `tail b k` is $f$, with a real exponent, and `radialResidual v k f r` is $R(r)$, built from `deriv` and not from derivatives supplied by hand. The potential is an arbitrary function `v : ℝ → ℝ`. The limit $r\to\infty$ is `atTop`, and `𝓝 0` says that the limiting value is zero.

The main theorem, `tail_power_iff`, reads: if $k>0$ and $r\,v(r)\to-q$, then $rR(r)/f(r)\to0$ if and only if $b=q/k-1$. Nothing else is required of $v$, so its form at short range is free. The charge $q$ may be any real number.

The theorem `ionic_tail_power_iff` applies this to

$$
v(r)=-\frac{q}{r}+\frac{l(l+1)}{2r^2},
$$

which is `coulombCentrifugal q l`, with the angular momentum $l$ a natural number. Setting $l=0$ gives the pure Coulomb potential. The selected power is the same for every $l$, since the centrifugal term falls off as $1/r^2$.

## Ionization energy and the charge left behind

A Dyson orbital is the overlap of an $N$-electron state with a state of the $(N-1)$-electron ion. Far from the ion, in the simplest one-channel picture, it obeys a one-electron equation with energy $-I$, where $I$ is the ionization energy to that ionic state. Hence $k=\sqrt{2I}$. The departing electron sees the net charge $q$ of the ion, which is the physical content of the hypothesis $r\,v(r)\to-q$.

For a neutral system $q=1$, and the power is $1/k-1$. For the hydrogen ground state, $k=1$ gives $b=0$, a plain exponential. For an electron detached from a singly charged anion $q=0$, and the tail is $e^{-kr}/r$.

The criterion also applies to a Kohn–Sham orbital in a spherical atom. There $k=\sqrt{-2\varepsilon}$, with $\varepsilon<0$ the orbital's own eigenvalue, and $q$ is read from the tail of the Kohn–Sham potential. In the local density approximation the potential of a neutral atom decays exponentially, so $q=0$ and the selected power is $-1$, although the ion left behind has charge 1.

For the Dyson orbital, the model is one electron in a spherical, local potential. The one-electron equation and the limit of $r\,v(r)$ are assumed, not derived from the many-electron problem, and coupling between different states of the ion is left out.

## A stronger version about actual solutions

The criterion tests a proposed function. Another formulation would start from a decaying solution $u$ of the radial equation and ask whether $u(r)/(r^b e^{-kr})$ tends to a nonzero constant. That would describe the solution itself, but it would need a stronger hypothesis on the potential. With $v(r)=-q/r+c/(r\ln r)$ at large $r$ and $c\neq0$, one still has $r\,v(r)\to-q$, yet a decaying solution acquires an extra factor that behaves like $(\ln r)^{-c/k}$. A condition such as integrability of $v(r)+q/r$ at large $r$ excludes this slow drift. This comparison is an informal argument and has no proof in the file.

## The power from two derivatives

For $r>0$, the product rule gives

$$
f'=\left(\frac br-k\right)f .
$$

Differentiating once more,

$$
f''=\left[\left(\frac br-k\right)^2-\frac{b}{r^2}\right]f .
$$

The radial Laplacian divided by $f$ is therefore

$$
\begin{aligned}
\frac{f''+2f'/r}{f}
&=\left(\frac br-k\right)^2-\frac b{r^2}+\frac2r\left(\frac br-k\right)\\
&=k^2-\frac{2k(b+1)}r+\frac{b(b+1)}{r^2}.
\end{aligned}
$$

Multiplying by $-1/2$ and adding $v+k^2/2$ cancels the constant terms. After multiplication by $r$,

$$
r\frac{R(r)}{f(r)}
=k(b+1)+r\,v(r)-\frac{b(b+1)}{2r}.
$$

This identity is exact at every positive radius. As $r\to\infty$ the last term vanishes and $r\,v(r)\to-q$, so the limit is $k(b+1)-q$. It is zero exactly when $b+1=q/k$.

For the Coulomb potential with the centrifugal term,

$$
r\,v(r)=-q+\frac{l(l+1)}{2r}.
$$

The second term tends to zero, so $l$ does not affect the power.

## How the Lean proof follows the calculation

`tail_hasDerivAt` proves the formula for $f'$ by the product rule. For the second derivative, knowing $f'$ at a single point is not enough. `tail_hasDerivAt_deriv` therefore first shows that the closed formula for $f'$ holds throughout a neighbourhood of $r$, and then differentiates that formula.

`scaled_residual` inserts both derivatives and obtains the exact identity. Division by the tail is legitimate because `tail_pos` shows that it is positive; `field_simp` clears the denominators and `ring` checks the remaining algebra.

`scaled_residual_tendsto` combines the assumed limit of $r\,v(r)$ with $1/r\to0$. The identity is available only for $r>0$, which suffices for a limit at infinity, and `congr'` transfers the limit on that basis.

In `tail_power_iff`, the forward direction has two limits for the same function, $0$ and $k(b+1)-q$. `tendsto_nhds_unique` makes them equal, and solving for $b$ gives the stated power. In the other direction, substituting this power turns the known limit into zero. The algebra needs only $k\ne0$; the sign of $k$ is what makes $f$ a decaying tail.

`mul_coulombCentrifugal` computes $r\,v(r)$ for the ionic potential, and `ionic_tail_power_iff` uses it to verify the hypothesis of the general theorem.

## When the tail is an exact solution

Through order $1/r$ there is one condition on $b$. The theorem `tail_exact_iff` shows what is needed for $R(r)=0$ at all $r>0$ in the Coulomb problem with the centrifugal term:

$$
q=k(b+1),\qquad b(b+1)=l(l+1).
$$

The second equation has the solutions $b=l$ and $b=-l-1$. With $b=l$ and $q>0$, the first gives $k=q/(l+1)$, and the tail is, up to normalisation, the radial part of a hydrogenic orbital without radial nodes: 1s, 2p, 3d and so on. The solutions with $b=-l-1$ are singular at the origin, a point that the theorem leaves out.

For the proof, write $A=k(b+1)-q$ and $B=l(l+1)-b(b+1)$. The exact identity becomes

$$
r\frac{R(r)}{f(r)}=A+\frac{B}{2r}.
$$

If the residual vanishes at all positive radii, then $r=1$ and $r=2$ give $A+B/2=0$ and $A+B/4=0$, hence $A=B=0$. This is the step that `linarith` completes. Conversely, if $A=B=0$, the right-hand side is zero, and since $r$ and $f(r)$ are nonzero, $R(r)=0$.

```lean
#print axioms DysonOrbitalTail.ionic_tail_power_iff
#print axioms DysonOrbitalTail.tail_exact_iff
```

```
'DysonOrbitalTail.ionic_tail_power_iff' depends on axioms: [propext, Classical.choice, Quot.sound]
'DysonOrbitalTail.tail_exact_iff' depends on axioms: [propext, Classical.choice, Quot.sound]
```
